# Good Broyden can need four full steps to solve an invertible 2×2 linear system

A Broyden step is treated here as a relation between old and new data, not as a function that computes the new data. The old data are an iterate $x$ and a matrix $B$ that models the Jacobian; the new data are $x'$ and $B'$. Two equations must hold between them, and neither contains an inverse or a division.

With this definition, the file proves that for an invertible real 2×2 matrix $A$, any run of four full steps meets a solution of $Ax=b$ at $x_4$ or earlier. It also exhibits a system that, started from $x_0=0$ and $B_0=I$, has $x_4$ as its first solution.

## The step as two equations

```lean
import Mathlib

open Matrix

namespace BroydenTerminationSharpness

noncomputable section

variable {n : Type*} [Fintype n]
```

Vectors are functions `n → ℝ` on a finite index set `n`, so the general lemmas hold for any finite number of unknowns.

```lean
/-- One full step of good Broyden for the linear system `A x = b`: the quasi-Newton equation
fixes the step `x' - x`, and the Jacobian model `B` receives the rank-one secant update. -/
structure BroydenStep (A B B' : Matrix n n ℝ) (b x x' : n → ℝ) : Prop where
  newton : B *ᵥ (x' - x) = b - A *ᵥ x
  update : ((x' - x) ⬝ᵥ (x' - x)) • (B' - B) = vecMulVec ((A - B) *ᵥ (x' - x)) (x' - x)
```

Write $s=x'-x$. The structure bundles two conditions:

$$Bs=b-Ax,\qquad (s\cdot s)(B'-B)=\big((A-B)s\big)s^{T}.$$

Here `*ᵥ` is matrix times vector, `⬝ᵥ` the dot product and `vecMulVec` the outer product. The first condition is the full quasi-Newton step, without damping. The second is the "good" Broyden update multiplied through by $s\cdot s$. If $s=0$, it leaves $B'$ free.

A different model would define the step as a function, with $s=B^{-1}(b-Ax)$. The example would then be a plain evaluation. But Lean sets the inverse of a singular matrix to zero, so a singular $B$ would stall the iteration, and the upper bound would need an extra hypothesis to exclude that case. With the relation, a singular $B$ may allow no next iterate or several, and the bound covers every run that exists.

```lean
/-- The iterates `x k` and Jacobian models `B k` are linked by `N` successive Broyden steps. -/
def BroydenRun (N : ℕ) (A : Matrix n n ℝ) (b : n → ℝ) (x : ℕ → n → ℝ)
    (B : ℕ → Matrix n n ℝ) : Prop :=
  ∀ k < N, BroydenStep A (B k) (B (k + 1)) b (x k) (x (k + 1))
```

A run of $N$ steps satisfies the relation for each $k<N$. Four steps therefore involve $x_0,\dots,x_4$. Below, $s_k=x_{k+1}-x_k$ and $E_k=B_k-A$, the Jacobian error.

## What one update does to the Jacobian error

```lean
/-- The residual `A x' - b` after a step is `A - B` applied to that step. -/
theorem BroydenStep.residual {A B B' : Matrix n n ℝ} {b x x' : n → ℝ}
    (h : BroydenStep A B B' b x x') : A *ᵥ x' - b = (A - B) *ᵥ (x' - x) := by
  rw [sub_mulVec, h.newton, mulVec_sub]
  abel
```

The new residual is $Ax'-b=As-(b-Ax)=As-Bs=(A-B)s$. In Lean, `rw` substitutes the known equations and `abel` tidies the sums.

```lean
/-- A nonzero step multiplies the Jacobian error on the right by the projector orthogonal
to the step. -/
theorem BroydenStep.error_apply {A B B' : Matrix n n ℝ} {b x x' : n → ℝ}
    (h : BroydenStep A B B' b x x') (hx : x' ≠ x) (v : n → ℝ) :
    (B' - A) *ᵥ v = (B - A) *ᵥ
      (v - (((x' - x) ⬝ᵥ v) / ((x' - x) ⬝ᵥ (x' - x))) • (x' - x)) := by
  have hs : (x' - x) ⬝ᵥ (x' - x) ≠ 0 := fun h0 =>
    hx (sub_eq_zero.mp (dotProduct_self_eq_zero.mp h0))
  have hu := h.update
  generalize x' - x = s at hu hs ⊢
  have hij : ∀ i j, (s ⬝ᵥ s) * (B' i j - B i j) = ((A - B) *ᵥ s) i * s j :=
    fun i j => congrFun (congrFun hu i) j
  -- the rank-one update acting on the vector `v`
  have hv : ∀ i, (s ⬝ᵥ s) * ((B' - B) *ᵥ v) i = ((A - B) *ᵥ s) i * (s ⬝ᵥ v) := by
    intro i
    change (s ⬝ᵥ s) * ∑ j, (B' i j - B i j) * v j = ((A - B) *ᵥ s) i * ∑ j, s j * v j
    rw [Finset.mul_sum, Finset.mul_sum]
    refine Finset.sum_congr rfl fun j _ => ?_
    rw [← mul_assoc, hij, mul_assoc]
  ext i
  have hi := hv i
  simp only [sub_mulVec, mulVec_sub, mulVec_smul, Pi.sub_apply, Pi.smul_apply,
    smul_eq_mul] at hi ⊢
  field_simp
  linear_combination hi
```

For $s\neq0$ we may divide the update by $s\cdot s$ and subtract $A$. With $E=B-A$ and $E'=B'-A$,

$$E'=E-\frac{(Es)s^{T}}{s\cdot s}=E\left(I-\frac{ss^{T}}{s\cdot s}\right).$$

The theorem states this through the action on an arbitrary vector $v$. Its proof reads the update entry by entry, sums against $v_j$, and clears the denominator with `field_simp`.

```lean
/-- Secant equation: after a nonzero step the new model reproduces `A` along that step. -/
theorem BroydenStep.secant {A B B' : Matrix n n ℝ} {b x x' : n → ℝ}
    (h : BroydenStep A B B' b x x') (hx : x' ≠ x) :
    B' *ᵥ (x' - x) = A *ᵥ (x' - x) := by
  have hs : (x' - x) ⬝ᵥ (x' - x) ≠ 0 := fun h0 =>
    hx (sub_eq_zero.mp (dotProduct_self_eq_zero.mp h0))
  have e := h.error_apply hx (x' - x)
  rw [div_self hs, one_smul, sub_self, mulVec_zero, sub_mulVec] at e
  exact sub_eq_zero.mp e
```

Setting $v=s$ makes the bracket vanish, so $E's=0$, or $B's=As$. This is the secant equation.

```lean
/-- For two successive steps, `A` applied to the second step is a difference of
Jacobian errors applied to the two steps. -/
theorem BroydenStep.image_next {A B B' B'' : Matrix n n ℝ} {b x x' x'' : n → ℝ}
    (h : BroydenStep A B B' b x x') (h' : BroydenStep A B' B'' b x' x'') :
    A *ᵥ (x'' - x') = (B - A) *ᵥ (x' - x) - (B' - A) *ᵥ (x'' - x') := by
  have e := h.residual
  rw [sub_mulVec] at e
  rw [sub_mulVec, sub_mulVec, h'.newton]
  linear_combination (norm := module) (-1 : ℝ) • e
```

Let $s'=x''-x'$ be the following step. The residual formula gives $Es=b-Ax'$, and the next quasi-Newton equation gives $E's'=b-Ax'-As'$. Subtracting,

$$As'=Es-E's'.$$

```lean
/-- If the Jacobian model is invertible and the step is nonzero, the next iterate and the next
model are uniquely determined. -/
theorem BroydenStep.unique [DecidableEq n] {A B B' C : Matrix n n ℝ} {b x x' y : n → ℝ}
    (h : BroydenStep A B B' b x x') (h' : BroydenStep A B C b x y)
    (hB : B.det ≠ 0) (hy : y ≠ x) : x' = y ∧ B' = C := by
  have hx : x' = y := by
    have e : B *ᵥ (x' - y) = 0 := by
      rw [← sub_sub_sub_cancel_right x' y x, mulVec_sub, h.newton, h'.newton, sub_self]
    exact sub_eq_zero.mp (eq_zero_of_mulVec_eq_zero hB e)
  refine ⟨hx, ?_⟩
  rw [hx] at h
  have hs : (y - x) ⬝ᵥ (y - x) ≠ 0 := fun h0 =>
    hy (sub_eq_zero.mp (dotProduct_self_eq_zero.mp h0))
  exact sub_left_injective ((smul_right_inj hs).mp (h.update.trans h'.update.symm))
```

Suppose two steps start from the same $x$ and $B$ and end at $x'$ and $y$. Then $B(x'-y)=0$, and invertibility of $B$ gives $x'=y$. If the step is nonzero, $s\cdot s$ can be cancelled in the update, so the new models agree too.

## Why four steps are enough in the plane

```lean
/-- A real 2×2 matrix that annihilates a nonzero vector maps the plane into a single line. -/
theorem range_in_line {M : Matrix (Fin 2) (Fin 2) ℝ} {s : Fin 2 → ℝ} (hs : s ≠ 0)
    (h : M *ᵥ s = 0) : ∃ u : Fin 2 → ℝ, ∀ v, ∃ c : ℝ, M *ᵥ v = c • u := by
  have hN : s 0 ^ 2 + s 1 ^ 2 ≠ 0 := by
    intro h0
    have z0 : s 0 = 0 := (pow_eq_zero_iff two_ne_zero).mp
      (by linarith [sq_nonneg (s 0), sq_nonneg (s 1)])
    have z1 : s 1 = 0 := (pow_eq_zero_iff two_ne_zero).mp
      (by linarith [sq_nonneg (s 0), sq_nonneg (s 1)])
    exact hs (funext (Fin.forall_fin_two.mpr ⟨z0, z1⟩))
  have hM : ∀ i, M i 0 * s 0 + M i 1 * s 1 = 0 := fun i => by
    simpa [mulVec, dotProduct, Fin.sum_univ_two] using congrFun h i
  -- the line is spanned by the image of the vector orthogonal to `s`
  refine ⟨M *ᵥ ![-s 1, s 0], fun v =>
    ⟨(s 0 * v 1 - s 1 * v 0) / (s 0 ^ 2 + s 1 ^ 2), ?_⟩⟩
  ext i
  simp only [mulVec, dotProduct, Fin.sum_univ_two, Pi.smul_apply, smul_eq_mul,
    Matrix.cons_val_zero, Matrix.cons_val_one, Matrix.cons_val_fin_one]
  rw [div_mul_eq_mul_div, eq_div_iff hN]
  linear_combination (s 0 * v 0 + s 1 * v 1) * hM i
```

Number the components 0 and 1, as Lean does, and put $s^\perp=(-s_1,s_0)$, where the subscripts here label components. If $s\neq0$, any $v$ in the plane decomposes as

$$v=\frac{s\cdot v}{s\cdot s}\,s+\frac{s_0v_1-s_1v_0}{s\cdot s}\,s^\perp.$$

If $Ms=0$, only the second term survives, so $Mv$ is a multiple of $u=Ms^\perp$. The vector $u$ may be zero, in which case the line shrinks to a point.

```lean
/-- Upper bound in two dimensions: for invertible `A`, any four-step Broyden run contains a
solution of `A x = b` among `x 0, …, x 4`. -/
theorem terminates_within_four {A : Matrix (Fin 2) (Fin 2) ℝ} (hA : A.det ≠ 0)
    {b : Fin 2 → ℝ} {x : ℕ → Fin 2 → ℝ} {B : ℕ → Matrix (Fin 2) (Fin 2) ℝ}
    (h : BroydenRun 4 A b x B) : ∃ k ≤ 4, A *ᵥ x k = b := by
  by_contra hn
  -- a vanishing step would mean that the system is already solved
  have hs : ∀ k < 4, x (k + 1) ≠ x k := fun k hk e => hn ⟨k, hk.le, by
    have e' := (h k hk).newton
    rw [e, sub_self, mulVec_zero] at e'
    exact (sub_eq_zero.mp e'.symm).symm⟩
  have t0 : BroydenStep A (B 0) (B 1) b (x 0) (x 1) := h 0 (by norm_num)
  have t1 : BroydenStep A (B 1) (B 2) b (x 1) (x 2) := h 1 (by norm_num)
  have t2 : BroydenStep A (B 2) (B 3) b (x 2) (x 3) := h 2 (by norm_num)
  have t3 : BroydenStep A (B 3) (B 4) b (x 3) (x 4) := h 3 (by norm_num)
  have e0 : x 1 ≠ x 0 := hs 0 (by norm_num)
  have e1 : x 2 ≠ x 1 := hs 1 (by norm_num)
  have e2 : x 3 ≠ x 2 := hs 2 (by norm_num)
  -- all later Jacobian errors map into one line, spanned by `u`
  obtain ⟨u, h1⟩ := range_in_line (M := B 1 - A) (sub_ne_zero.mpr e0)
    (by rw [sub_mulVec, t0.secant e0, sub_self])
  have h2 : ∀ v, ∃ c : ℝ, (B 2 - A) *ᵥ v = c • u := fun v => by
    rw [t1.error_apply e1 v]; exact h1 _
  have h3 : ∀ v, ∃ c : ℝ, (B 3 - A) *ᵥ v = c • u := fun v => by
    rw [t2.error_apply e2 v]; exact h2 _
  obtain ⟨p, hp⟩ := h1 (x 2 - x 1)
  obtain ⟨q, hq⟩ := h2 (x 3 - x 2)
  obtain ⟨r, hr⟩ := h3 (x 4 - x 3)
  have a2 : A *ᵥ (x 3 - x 2) = (p - q) • u := by
    rw [t1.image_next t2, hp, hq, sub_smul]
  have a3 : A *ᵥ (x 4 - x 3) = (q - r) • u := by
    rw [t2.image_next t3, hq, hr, sub_smul]
  have hc : p - q ≠ 0 := by
    intro h0
    rw [h0, zero_smul] at a2
    exact e2 (sub_eq_zero.mp (eq_zero_of_mulVec_eq_zero hA a2))
  -- hence the last two steps are parallel, and the secant equation finishes
  have hpar : x 4 - x 3 = ((q - r) / (p - q)) • (x 3 - x 2) := by
    apply sub_eq_zero.mp
    apply eq_zero_of_mulVec_eq_zero hA
    rw [mulVec_sub, mulVec_smul, a2, a3, smul_smul, div_mul_cancel₀ _ hc, sub_self]
  refine hn ⟨4, le_rfl, sub_eq_zero.mp ?_⟩
  rw [t3.residual, hpar, mulVec_smul, sub_mulVec, t2.secant e2, sub_self, smul_zero]
```

Suppose that none of $x_0,\dots,x_4$ solves the system; this is `by_contra`. If some $s_k$ with $k<4$ were zero, the quasi-Newton equation would read $0=b-Ax_k$, so all four steps are nonzero.

The secant equation gives $E_1s_0=0$, hence $E_1$ maps the plane into the multiples of one vector $u$. Since $E_2$ and $E_3$ arise from $E_1$ by multiplication on the right, they map into the same line. Write

$$E_1s_1=pu,\qquad E_2s_2=qu,\qquad E_3s_3=ru.$$

The formula for successive steps now gives

$$As_2=(p-q)u,\qquad As_3=(q-r)u.$$

Because $A$ is invertible and $s_2\neq0$, we have $p\neq q$, and therefore

$$s_3=\frac{q-r}{p-q}\,s_2.$$

The secant equation for the third step says $E_3s_2=0$, so

$$Ax_4-b=-E_3s_3=-\frac{q-r}{p-q}\,E_3s_2=0,$$

which contradicts the assumption. The names `a2`, `a3`, `hc` and `hpar` mark these stages in the proof.

The plane is used only to put the range of $E_1$ on a line. If $E_0$ itself has rank at most one, the same argument by hand, started one step earlier, gives a solution among $x_0,\dots,x_3$ for invertible $A$ in any finite dimension; the file does not state this variant.

## A system that uses all four steps

```lean
/-- The matrix of the slow example. -/
def A₀ : Matrix (Fin 2) (Fin 2) ℝ := !![1/2, 0; -1, 2]
```

This is $A=\begin{pmatrix}1/2&0\\-1&2\end{pmatrix}$, with determinant 1. The name `A₀` marks the particular matrix; the subscript is not an iteration index.

```lean
/-- The right-hand side of the slow example. -/
def b₀ : Fin 2 → ℝ := ![1, 0]
```

The right-hand side is $b=(1,0)$, so the unique solution is $(2,1)$.

```lean
/-- The iterates of the slow example, constant from index 4 on. -/
def iterate : ℕ → Fin 2 → ℝ
  | 0 => 0
  | 1 => ![1, 0]
  | 2 => ![2, 2]
  | 3 => ![2, 8/9]
  | _ => ![2, 1]
```

These are the proposed iterates, starting from the zero vector. The underscore covers every remaining index.

```lean
/-- The Jacobian models of the slow example, constant from index 3 on. -/
def jacobian : ℕ → Matrix (Fin 2) (Fin 2) ℝ
  | 0 => 1
  | 1 => !![1/2, 0; -1, 1]
  | 2 => !![1/2, 0; -3/5, 9/5]
  | _ => !![1/2, 0; -3/5, 2]
```

These are the matching Jacobian models, starting from the identity matrix, which Lean writes as `1`.

```lean
/-- The listed iterates and Jacobian models form a four-step Broyden run for `A₀ x = b₀`. -/
theorem run_witness : BroydenRun 4 A₀ b₀ iterate jacobian := by
  intro k hk
  interval_cases k
  all_goals
    constructor
    · ext i
      fin_cases i <;> simp [iterate, jacobian, A₀, b₀, mulVec, dotProduct,
        Fin.sum_univ_two, Matrix.one_apply] <;> norm_num
    · ext i j
      fin_cases i <;> fin_cases j <;> simp [iterate, jacobian, A₀, dotProduct,
        Fin.sum_univ_two, vecMulVec_apply] <;> norm_num
```

The theorem confirms both equations for each of the four steps. By hand, the vectors are:

| $k$ | $x_k$ | $b-Ax_k$ | $s_k$ | $(A-B_k)s_k$ |
|---|---|---|---|---|
| 0 | $(0,0)$ | $(1,0)$ | $(1,0)$ | $(-1/2,-1)$ |
| 1 | $(1,0)$ | $(1/2,1)$ | $(1,2)$ | $(0,2)$ |
| 2 | $(2,2)$ | $(0,-2)$ | $(0,-10/9)$ | $(0,-2/9)$ |
| 3 | $(2,8/9)$ | $(0,2/9)$ | $(0,1/9)$ | $(0,0)$ |

Each step solves $B_ks_k=b-Ax_k$. The outer product $\big((A-B_k)s_k\big)s_k^{T}$, divided by $s_k\cdot s_k$, gives the updates

$$B_1-B_0=\begin{pmatrix}-1/2&0\\-1&0\end{pmatrix},\quad
B_2-B_1=\begin{pmatrix}0&0\\2/5&4/5\end{pmatrix},\quad
B_3-B_2=\begin{pmatrix}0&0\\0&1/5\end{pmatrix},$$

and $B_4=B_3$. In Lean, `interval_cases` separates the four values of $k$, `fin_cases` the components, and `simp` with `norm_num` does the arithmetic.

```lean
/-- Sharpness: started from `x 0 = 0` and `B 0 = 1`, every four-step Broyden run for
`A₀ x = b₀` has the iterates (1,0), (2,2), (2,8/9), (2,1), and only the fourth is a solution. -/
theorem four_steps_needed {x : ℕ → Fin 2 → ℝ} {B : ℕ → Matrix (Fin 2) (Fin 2) ℝ}
    (h : BroydenRun 4 A₀ b₀ x B) (hx : x 0 = 0) (hB : B 0 = 1) :
    (x 1 = ![1, 0] ∧ x 2 = ![2, 2] ∧ x 3 = ![2, 8/9] ∧ x 4 = ![2, 1]) ∧
      ∀ k ≤ 4, (A₀ *ᵥ x k = b₀ ↔ k = 4) := by
  -- each step is forced, because the models are invertible and the steps nonzero
  have key : ∀ k < 4, x k = iterate k → B k = jacobian k →
      x (k + 1) = iterate (k + 1) ∧ B (k + 1) = jacobian (k + 1) := by
    intro k hk ex eB
    have t := h k hk
    rw [ex, eB] at t
    refine t.unique (run_witness k hk) ?_ ?_
    · interval_cases k <;> norm_num [jacobian, Matrix.det_fin_two]
    · intro e
      have c0 := congrFun e 0
      have c1 := congrFun e 1
      interval_cases k <;>
        first
          | (norm_num [iterate] at c0; done)
          | norm_num [iterate] at c1
  obtain ⟨x1, B1⟩ := key 0 (by norm_num) hx hB
  obtain ⟨x2, B2⟩ := key 1 (by norm_num) x1 B1
  obtain ⟨x3, B3⟩ := key 2 (by norm_num) x2 B2
  obtain ⟨x4, -⟩ := key 3 (by norm_num) x3 B3
  have y1 : x 1 = ![1, 0] := x1
  have y2 : x 2 = ![2, 2] := x2
  have y3 : x 3 = ![2, 8/9] := x3
  have y4 : x 4 = ![2, 1] := x4
  refine ⟨⟨y1, y2, y3, y4⟩, fun k hk => ?_⟩
  interval_cases k <;> simp [hx, y1, y2, y3, y4, A₀, b₀, funext_iff,
    Fin.forall_fin_two] <;> norm_num

end

end BroydenTerminationSharpness
```

The hypotheses are an arbitrary four-step run for this system with $x_0=0$ and $B_0=I$. The conclusion fixes its iterates as $(1,0)$, $(2,2)$, $(2,8/9)$, $(2,1)$, and says that for $k\le4$ the equation $Ax_k=b$ holds exactly when $k=4$.

The intermediate claim `key` compares the arbitrary run with the explicit one. The models $B_0,\dots,B_3$ have determinants $1,\,1/2,\,9/10,\,1$, and the table shows that every step is nonzero. The uniqueness lemma therefore forces each new iterate and model in turn. Substituting the five iterates into $Ax=b$ settles the last claim.

The solution is reached although the Jacobian has not been fully learned: the lower left entry of $B_3$ is $-3/5$, while that of $A$ is $-1$.

Broyden-type mixing is used to converge self-consistent-field calculations in electronic structure; the count of four is proved here only for good Broyden on an invertible linear system in two unknowns, with full steps and exact real arithmetic.

```lean
#print axioms BroydenTerminationSharpness.terminates_within_four
-- 'BroydenTerminationSharpness.terminates_within_four' depends on axioms: [propext, Classical.choice, Quot.sound]
#print axioms BroydenTerminationSharpness.four_steps_needed
-- 'BroydenTerminationSharpness.four_steps_needed' depends on axioms: [propext, Classical.choice, Quot.sound]
```
